# For positive semidefinite repulsion without exchange or correlation, one-shot energies err low by at most the self-repulsion of the density residual

Take $N$ electrons on finitely many sites, with a one-electron matrix $h$ and a positive semidefinite repulsion matrix $J$. A real orthogonal projector $D$ of rank $N$, with site density $n_i = D_{ii}$, has the self-consistent energy

$$E(D) = \operatorname{tr}(hD) + \tfrac12\langle n, Jn\rangle .$$

For a guessed density $m$, the one-shot functional replaces the electrons' own potential $Jn$ by the fixed potential $Jm$:

$$O_m(D) = \operatorname{tr}(hD) + \langle n, Jm\rangle - \tfrac12\langle m, Jm\rangle .$$

If $D_0$ minimises $E$, and $Q$ with diagonal $q$ minimises $O_m$, then

$$E(D_0) - \tfrac12\langle q-m, J(q-m)\rangle \;\le\; O_m(Q) \;\le\; E(D_0).$$

The error is thus bounded by a quadratic form in the residual $q-m$, output density minus guess. How strongly $q$ responds to an error in $m$ is not estimated.

In electronic structure, superposed atomic densities often supply the starting potential of a self-consistent calculation; in this finite mean-field model without exchange or correlation, the inequality brackets the minimum of $E$ using one-shot quantities alone.

```lean
import Mathlib

open Matrix

namespace SuperposedModelPotentials

noncomputable section

variable {ι : Type*} [Fintype ι] [DecidableEq ι]
```

## Projectors, energies and the model potential

The $N$ occupied orbitals are real and orthonormal, and their density matrix satisfies $D^{\mathsf T} = D$, $D^2 = D$ and $\operatorname{rank} D = N$. The index type `ι` labels orthonormal basis functions, called sites here. Each orbital holds one electron, so there is no spin factor; spin can be included by letting `ι` label spin-orbitals.

```lean
/-- The real orthogonal projectors of rank `N`: density matrices of `N` occupied orbitals. -/
def projectors (ι : Type*) [Fintype ι] [DecidableEq ι] (N : ℕ) : Set (Matrix ι ι ℝ) :=
  {D | Dᵀ = D ∧ D * D = D ∧ D.rank = N}
```

A site density $u$ repels itself with energy $S(u) = \tfrac12\langle u, Ju\rangle = \tfrac12\sum_{ij} u_i J_{ij} u_j$. The definition accepts any real vector, including a difference of densities.

```lean
/-- The repulsion energy `⟨u, J u⟩ / 2` of a site density `u` with itself. -/
def selfRepulsion (J : Matrix ι ι ℝ) (u : ι → ℝ) : ℝ := (u ⬝ᵥ J *ᵥ u) / 2
```

With $n$ written as `D.diag`, the self-consistent energy is $E(D) = \operatorname{tr}(hD) + S(n)$. The repulsion acts only through site densities, and it includes each electron's interaction with itself.

```lean
/-- The self-consistent energy `tr (h D) + ⟨n, J n⟩ / 2`, with `n` the diagonal of `D`. -/
def energy (h J D : Matrix ι ι ℝ) : ℝ := (h * D).trace + selfRepulsion J D.diag
```

The guess $m$ produces the potential $(Jm)_i = \sum_j J_{ij}m_j$, which is added to the diagonal of $h$. Nothing requires $m$ to be nonnegative or to sum to $N$.

```lean
/-- The one-electron Hamiltonian in the fixed potential `J m` of a guessed density `m`. -/
def modelHamiltonian (h J : Matrix ι ι ℝ) (m : ι → ℝ) : Matrix ι ι ℝ :=
  h + diagonal (J *ᵥ m)
```

The trace of this model Hamiltonian with $D$ is the orbital energy $\operatorname{tr}(hD) + \langle n, Jm\rangle$. Subtracting $S(m)$ corrects the double counting and gives $O_m(D)$.

```lean
/-- The one-shot functional: the orbital energy in the model potential of `m`, minus the
double-counted repulsion of `m`. -/
def oneShot (h J : Matrix ι ι ℝ) (m : ι → ℝ) (D : Matrix ι ι ℝ) : ℝ :=
  (modelHamiltonian h J m * D).trace - selfRepulsion J m
```

A minimiser must itself be a rank-$N$ projector, and no other such projector may have a lower value. It need not be unique, and the bounds below hold for every choice of $D_0$ and $Q$.

```lean
/-- `D` is a rank-`N` projector at which the functional `f` is lowest among all of them. -/
def IsMinimizer (N : ℕ) (f : Matrix ι ι ℝ → ℝ) (D : Matrix ι ι ℝ) : Prop :=
  D ∈ projectors ι N ∧ ∀ D' ∈ projectors ι N, f D ≤ f D'
```

## Atomic potentials add

Let $m = \sum_a \rho_a$ be a finite sum of atomic densities. Since $J$ acts linearly,

$$h + \operatorname{diag}\Big(J\sum_a\rho_a\Big) = h + \sum_a \operatorname{diag}(J\rho_a).$$

The proof is an induction over the atoms, adding one density at a time. The one-electron matrix $h$ enters once, not once per atom.

```lean
/-- The model potential of a sum of atomic densities is the sum of the atomic potentials. -/
theorem modelHamiltonian_superposition {α : Type*} (h J : Matrix ι ι ℝ) (s : Finset α)
    (ρ : α → ι → ℝ) :
    modelHamiltonian h J (∑ a ∈ s, ρ a) = h + ∑ a ∈ s, diagonal (J *ᵥ ρ a) := by
  classical
  have key : diagonal (J *ᵥ ∑ a ∈ s, ρ a) = ∑ a ∈ s, diagonal (J *ᵥ ρ a) := by
    induction s using Finset.induction_on with
    | empty => simp
    | insert a s ha ih =>
      rw [Finset.sum_insert ha, Finset.sum_insert ha, Matrix.mulVec_add, ← ih]
      exact (Matrix.diagonal_add _ _).symm
  rw [modelHamiltonian, key]
```

## Both minima are attained

An idempotent $D$ acts as the identity on its range and as zero on its kernel, and these two subspaces together span the whole space. In a basis adapted to them, the trace counts the basis vectors of the range, so $\operatorname{tr} D = \operatorname{rank} D$. In Lean, `LinearMap.IsProj` expresses the projection property, and its trace formula is then carried back to matrices.

```lean
/-- The trace of a real idempotent matrix equals its rank. -/
theorem trace_eq_rank {D : Matrix ι ι ℝ} (hD : D * D = D) : D.trace = D.rank := by
  have hp : LinearMap.IsProj (LinearMap.range (Matrix.toLin' D)) (Matrix.toLin' D) :=
    ⟨fun x => LinearMap.mem_range_self _ x, by
      rintro _ ⟨y, rfl⟩
      simp only [Matrix.toLin'_apply, Matrix.mulVec_mulVec, hD]⟩
  have h := hp.trace
  rw [LinearMap.trace_eq_matrix_trace ℝ (Pi.basisFun ℝ ι), LinearMap.toMatrix_eq_toMatrix',
    LinearMap.toMatrix'_toLin'] at h
  rw [h, Matrix.rank, Matrix.toLin'_apply']
```

This identity replaces the rank, which is not continuous, by the trace, which is. The conditions $D^{\mathsf T} = D$, $D^2 = D$ and $\operatorname{tr} D = N$ therefore define a closed set. The entries are bounded as well, because symmetry and idempotence give

$$D_{ii} = \sum_k D_{ik}D_{ki} = \sum_k D_{ik}^2 \ge D_{ij}^2 .$$

Taking $j = i$ gives $D_{ii}^2 \le D_{ii}$, hence $D_{ii}\le 1$, and then $|D_{ij}|\le 1$ for every $j$. The projectors form a closed subset of the compact box `K`, so they are compact.

```lean
/-- The rank-`N` orthogonal projectors form a compact set. -/
theorem isCompact_projectors (N : ℕ) : IsCompact (projectors ι N) := by
  let K : Set (Matrix ι ι ℝ) :=
    Set.univ.pi fun _ => Set.univ.pi fun _ => Set.Icc (-1 : ℝ) 1
  have hK : IsCompact K :=
    isCompact_univ_pi fun _ => isCompact_univ_pi fun _ => isCompact_Icc
  -- with the rank written as a trace, all conditions are closed
  have hset : projectors ι N = {D | Dᵀ = D} ∩ ({D | D * D = D} ∩ {D | D.trace = (N : ℝ)}) := by
    ext D
    constructor
    · rintro ⟨h1, h2, h3⟩
      exact ⟨h1, h2, by rw [Set.mem_ofPred_eq, trace_eq_rank h2, h3]⟩
    · rintro ⟨h1, h2, h3⟩
      refine ⟨h1, h2, ?_⟩
      have h4 : (D.rank : ℝ) = N := (trace_eq_rank h2).symm.trans h3
      exact_mod_cast h4
  have hclosed : IsClosed (projectors ι N) := by
    rw [hset]
    exact (isClosed_eq continuous_id.matrix_transpose continuous_id).inter
      ((isClosed_eq (continuous_id.matrix_mul continuous_id) continuous_id).inter
        (isClosed_eq continuous_id.matrix_trace continuous_const))
  refine hK.of_isClosed_subset hclosed ?_
  rintro D ⟨hT, hD, -⟩ i - j -
  -- each row has squared length `D i i`, which is at most one
  have h1 : D i i = ∑ k, D i k * D i k := by
    calc D i i = (D * D) i i := by rw [hD]
      _ = ∑ k, D i k * D k i := Matrix.mul_apply
      _ = ∑ k, D i k * D i k := Finset.sum_congr rfl fun k _ => by
        rw [show D k i = D i k from congrFun (congrFun hT i) k]
  have h2 : ∀ k, D i k * D i k ≤ D i i := fun k => by
    rw [h1]
    exact Finset.single_le_sum (f := fun k => D i k * D i k)
      (fun k _ => mul_self_nonneg _) (Finset.mem_univ k)
  have h3 : D i i ≤ 1 := by nlinarith [h2 i]
  have h4 := h2 j
  exact ⟨by nlinarith, by nlinarith⟩
```

If $N$ does not exceed the number of sites, the diagonal matrix with $N$ ones and zeros elsewhere is a rank-$N$ projector, so the set is nonempty. Both functionals are polynomials in the entries of $D$ and hence continuous. A continuous function on a nonempty compact set attains its minimum, which `exists_isMinOn` supplies for each functional. This step needs no condition on $h$ or $J$.

```lean
/-- If `N` does not exceed the number of sites, both the self-consistent energy and the
one-shot functional attain their minima over the rank-`N` projectors. -/
theorem minimizers_exist {N : ℕ} (hN : N ≤ Fintype.card ι) (h J : Matrix ι ι ℝ) (m : ι → ℝ) :
    (∃ D, IsMinimizer N (energy h J) D) ∧ ∃ Q, IsMinimizer N (oneShot h J m) Q := by
  -- filling `N` sites gives one projector
  have hne : (projectors ι N).Nonempty := by
    obtain ⟨s, -, hs⟩ := Finset.exists_subset_card_eq (s := (Finset.univ : Finset ι)) (n := N)
      (by simpa using hN)
    let P : Matrix ι ι ℝ := diagonal fun i => if i ∈ s then 1 else 0
    have hP : P * P = P := by simp [P, Matrix.diagonal_mul_diagonal]
    have ht : P.trace = N := by simp [P, Matrix.trace_diagonal, hs]
    refine ⟨P, Matrix.diagonal_transpose _, hP, ?_⟩
    have hr : (P.rank : ℝ) = N := (trace_eq_rank hP).symm.trans ht
    exact_mod_cast hr
  have he : ∀ i j, Continuous fun D : Matrix ι ι ℝ => D i j :=
    fun i j => continuous_id.matrix_elem i j
  have htr : ∀ A : Matrix ι ι ℝ, Continuous fun D : Matrix ι ι ℝ => (A * D).trace :=
    fun A => (continuous_const.matrix_mul continuous_id).matrix_trace
  have hq : Continuous fun D : Matrix ι ι ℝ => ∑ i, D i i * ∑ j, J i j * D j j :=
    continuous_finsetSum _ fun i _ => (he i i).mul
      (continuous_finsetSum _ fun j _ => continuous_const.mul (he j j))
  have hE : Continuous (energy h J) := (htr h).add (hq.div_const 2)
  have hO : Continuous (oneShot h J m) := (htr _).sub continuous_const
  obtain ⟨D, hD, hDm⟩ := (isCompact_projectors N).exists_isMinOn hne hE.continuousOn
  obtain ⟨Q, hQ, hQm⟩ := (isCompact_projectors N).exists_isMinOn hne hO.continuousOn
  exact ⟨⟨D, hD, fun _ h' => hDm h'⟩, ⟨Q, hQ, fun _ h' => hQm h'⟩⟩
```

## Completing the square in the density

For symmetric $J$ we have $\langle m, Jn\rangle = \langle n, Jm\rangle$, and so

$$S(n-m) = \tfrac12\langle n,Jn\rangle - \langle n,Jm\rangle + \tfrac12\langle m,Jm\rangle .$$

Adding $O_m(D)$ cancels both terms that contain $m$:

$$E(D) = O_m(D) + S(n-m).$$

In the proof, `hs` is the symmetry relation and `ht` is the trace identity $\operatorname{tr}(\operatorname{diag}(Jm)D) = \sum_i (Jm)_i D_{ii} = \langle n, Jm\rangle$. After expansion, `linear_combination hs / 2` merges the two cross terms. Symmetry of $h$ is not needed here or anywhere else.

```lean
/-- For symmetric `J`, the self-consistent energy equals the one-shot functional plus the
self-repulsion of the density difference `D.diag - m`. -/
theorem energy_eq_oneShot_add {J : Matrix ι ι ℝ} (hJ : Jᵀ = J) (h : Matrix ι ι ℝ)
    (m : ι → ℝ) (D : Matrix ι ι ℝ) :
    energy h J D = oneShot h J m D + selfRepulsion J (D.diag - m) := by
  have hs : m ⬝ᵥ J *ᵥ D.diag = D.diag ⬝ᵥ J *ᵥ m := by
    rw [Matrix.dotProduct_mulVec, ← Matrix.mulVec_transpose, hJ, dotProduct_comm]
  have ht : (diagonal (J *ᵥ m) * D).trace = D.diag ⬝ᵥ J *ᵥ m := by
    simp only [Matrix.trace, Matrix.diag_apply, Matrix.diagonal_mul, dotProduct]
    exact Finset.sum_congr rfl fun i _ => mul_comm _ _
  simp only [energy, oneShot, modelHamiltonian, selfRepulsion, Matrix.add_mul,
    Matrix.trace_add, ht, Matrix.mulVec_sub, dotProduct_sub, sub_dotProduct]
  linear_combination hs / 2
```

## Each minimiser as a trial state for the other functional

Evaluating $E$ at the one-shot minimiser gives

$$E(D_0) \le E(Q) = O_m(Q) + S(q-m),$$

which is the lower bound on $O_m(Q)$. Evaluating $O_m$ at the self-consistent minimiser, with $n_0$ the diagonal of $D_0$, gives

$$O_m(Q) \le O_m(D_0) = E(D_0) - S(n_0-m) \le E(D_0).$$

The last inequality uses $S(n_0-m)\ge 0$. This is what positive semidefiniteness stands for physically: no difference between two charge distributions has a negative electrostatic self-energy. Mathlib's `PosSemidef` also contains the symmetry of $J$, which the proof extracts as `hs`. The inequalities `h1` and `h2` are the two trial-state comparisons, and `linarith` combines them with the completed square.

```lean
/-- For positive semidefinite `J`, the minimal one-shot energy lies below the self-consistent
minimum, by at most the self-repulsion of output density minus guess. -/
theorem oneShot_energy_bounds {N : ℕ} {h J Q D₀ : Matrix ι ι ℝ} {m : ι → ℝ}
    (hJ : J.PosSemidef) (hQ : IsMinimizer N (oneShot h J m) Q)
    (hD : IsMinimizer N (energy h J) D₀) :
    energy h J D₀ - selfRepulsion J (Q.diag - m) ≤ oneShot h J m Q ∧
      oneShot h J m Q ≤ energy h J D₀ := by
  have hs : Jᵀ = J := by
    rw [← Matrix.conjTranspose_eq_transpose_of_trivial]
    exact hJ.1
  have hpos : 0 ≤ selfRepulsion J (D₀.diag - m) := by
    have h0 := hJ.dotProduct_mulVec_nonneg (D₀.diag - m)
    rw [star_trivial] at h0
    exact div_nonneg h0 (by norm_num)
  -- each minimiser serves as a trial state for the other functional
  have h1 := hD.2 Q hQ.1
  have h2 := hQ.2 D₀ hD.1
  rw [energy_eq_oneShot_add hs h m Q] at h1
  have h3 := energy_eq_oneShot_add hs h m D₀
  constructor <;> linarith
```

## The residual controls the error of the guess

Keeping the term $S(n_0-m)$ instead of discarding it gives

$$S(n_0-m) \le E(D_0) - O_m(Q) \le S(q-m).$$

The first inequality says that the one-shot energy falls short by at least the self-repulsion of the guess error. The outer two members bound that error, which involves the unknown density $n_0$, by the residual, which is known once $Q$ is. Symmetry of $J$ suffices for both inequalities, but $S$ can take negative values when $J$ is not positive semidefinite, and when it is, $S$ still vanishes for density differences in the kernel of $J$.

```lean
/-- For symmetric `J`, the self-repulsion of `D₀.diag - m` is at most the self-consistent minimum
minus the minimal one-shot energy, and at most the self-repulsion of `Q.diag - m`. -/
theorem guess_error_le_residual {N : ℕ} {h J Q D₀ : Matrix ι ι ℝ} {m : ι → ℝ}
    (hJ : Jᵀ = J) (hQ : IsMinimizer N (oneShot h J m) Q)
    (hD : IsMinimizer N (energy h J) D₀) :
    selfRepulsion J (D₀.diag - m) ≤ energy h J D₀ - oneShot h J m Q ∧
      selfRepulsion J (D₀.diag - m) ≤ selfRepulsion J (Q.diag - m) := by
  have h1 := hD.2 Q hQ.1
  have h2 := hQ.2 D₀ hD.1
  have h3 := energy_eq_oneShot_add hJ h m D₀
  have h4 := energy_eq_oneShot_add hJ h m Q
  constructor <;> linarith
```

## A reproduced guess gives a global minimum

Let $J$ again be positive semidefinite, and suppose the one-shot minimiser returns the density that was put in, $q = m$. Then $S(q-m) = 0$, and

$$E(Q) = O_m(Q) \le E(D_0) \le E(D')$$

for every rank-$N$ projector $D'$. So $Q$ minimises the self-consistent energy over all rank-$N$ projectors, not only among nearby ones. The proof obtains $D_0$ from the existence theorem; the required bound on $N$ holds because the rank of $Q$ cannot exceed its number of columns.

```lean
/-- For positive semidefinite `J`, a one-shot minimiser that reproduces the guessed density
also minimises the self-consistent energy. -/
theorem selfConsistent_isMinimizer {N : ℕ} {h J Q : Matrix ι ι ℝ} {m : ι → ℝ}
    (hJ : J.PosSemidef) (hQ : IsMinimizer N (oneShot h J m) Q) (hm : Q.diag = m) :
    IsMinimizer N (energy h J) Q := by
  have hN : N ≤ Fintype.card ι := by
    rw [← hQ.1.2.2]
    exact Matrix.rank_le_card_width Q
  obtain ⟨D₀, hD⟩ := (minimizers_exist hN h J m).1
  have hb := (oneShot_energy_bounds hJ hQ hD).2
  have hs : Jᵀ = J := by
    rw [← Matrix.conjTranspose_eq_transpose_of_trivial]
    exact hJ.1
  have he : energy h J Q = oneShot h J m Q := by
    rw [energy_eq_oneShot_add hs h m Q, hm]
    simp [selfRepulsion]
  exact ⟨hQ.1, fun D' hD' => by linarith [hD.2 D' hD']⟩

end

end SuperposedModelPotentials
```

## One site with one electron

On a single site with $N = 1$ the only projector is $D = 1$, so $n_0 = q = 1$. With numbers $h$, $J$ and $m$,

$$E = h + \tfrac12 J, \qquad O_m = h + Jm - \tfrac12 Jm^2, \qquad E - O_m = \tfrac12 J(1-m)^2 .$$

The one-shot energy equals the lower bound exactly, so the factor $\tfrac12$ in that bound cannot be reduced. The same case shows that symmetry of $J$ alone does not give the upper bound: for $h = 0$, $J = -1$ and $m = 0$, the one-shot energy is $0$, while the self-consistent energy is $-\tfrac12$.

```lean
#print axioms SuperposedModelPotentials.modelHamiltonian_superposition
#print axioms SuperposedModelPotentials.oneShot_energy_bounds
#print axioms SuperposedModelPotentials.guess_error_le_residual
#print axioms SuperposedModelPotentials.selfConsistent_isMinimizer
```

```
'SuperposedModelPotentials.modelHamiltonian_superposition' depends on axioms: [propext, Classical.choice, Quot.sound]
'SuperposedModelPotentials.oneShot_energy_bounds' depends on axioms: [propext, Classical.choice, Quot.sound]
'SuperposedModelPotentials.guess_error_le_residual' depends on axioms: [propext, Classical.choice, Quot.sound]
'SuperposedModelPotentials.selfConsistent_isMinimizer' depends on axioms: [propext, Classical.choice, Quot.sound]
```
